# The full-cubic average of the characters χ_l counts the natural-number solutions of 4a + 6b = l

Inside the muffin-tin sphere of an atom at a site of full cubic symmetry, the non-spherical density and potential contain only those combinations of spherical harmonics that all 48 site operations leave unchanged. When an LAPW calculation expands the density or the potential in these combinations, each independent combination has its own radial coefficient function, so the number of combinations at angular momentum $l$ is the number of such coefficients at that $l$. Group theory gives this number as the average of the characters over the group. The average is evaluated here for every $l$.

```lean
import Mathlib

open scoped Real

namespace CubicLatticeHarmonics

noncomputable section
```

## Characters and the class average

A rotation by $\theta$ about $z$ multiplies the state with magnetic quantum number $m$ by $e^{-im\theta}$. Summed over $m$, the sine parts cancel between $m$ and $-m$, leaving

$$\chi_l(\theta)=\sum_{m=-l}^{l}\cos(m\theta).$$

In `character`, $l$ is a natural number, $m$ an integer and $\theta$ a real angle in radians.

```lean
/-- The character of a rotation by `θ` on angular momentum `l`: the sum of `cos (m θ)`
over `m = -l, ..., l`. -/
def character (l : ℕ) (θ : ℝ) : ℝ :=
  ∑ m ∈ Finset.Icc (-(l : ℤ)) (l : ℤ), Real.cos (m * θ)
```

The rotation itself is a diagonal complex matrix whose rows and columns are labelled by $m$.

```lean
/-- The rotation by `θ` about the z axis in the basis of magnetic quantum numbers
`m = -l, ..., l`: a diagonal matrix of phases `exp (-i m θ)`. -/
def rotationZ (l : ℕ) (θ : ℝ) :
    Matrix (Finset.Icc (-(l : ℤ)) (l : ℤ)) (Finset.Icc (-(l : ℤ)) (l : ℤ)) ℂ :=
  Matrix.diagonal fun m => Complex.exp (-(((m : ℤ) : ℂ) * θ) * Complex.I)
```

The 24 proper rotations are the identity, 8 by $2\pi/3$, 6 by $\pi/2$ and 9 by $\pi$. Rotations by equal angles about different axes have equal characters. Inversion acts as $(-1)^l$, so the average is

$$A_l=\frac{1+(-1)^l}{48}\left[2l+1+8\chi_l\!\left(\tfrac{2\pi}{3}\right)+6\chi_l\!\left(\tfrac{\pi}{2}\right)+9\chi_l(\pi)\right].$$

The number of rotations at each angle and the parity enter `cubicAverage` by definition; neither the group nor its invariant harmonics are constructed.

```lean
/-- The average of the characters over the full cubic group, with the rotations collected
by angle and the inversion contributing the parity `(-1)^l`. -/
def cubicAverage (l : ℕ) : ℝ :=
  (1 + (-1) ^ l) / 48 * (2 * l + 1 + 8 * character l (2 * π / 3)
    + 6 * character l (π / 2) + 9 * character l π)
```

The other side of the identity is the set of natural pairs, zero included, that solve $4a+6b=l$.

```lean
/-- The pairs of natural numbers `(a, b)` with `4 a + 6 b = l`. -/
def cubicPairs (l : ℕ) : Set (ℕ × ℕ) := {p | 4 * p.1 + 6 * p.2 = l}
```

## One recursion in l

Going from $l$ to $l+1$ adds the two terms $m=\pm(l+1)$ to any sum over $m$.

```lean
/-- Raising `l` by one adds the two magnetic quantum numbers `l + 1` and `-(l + 1)` to a
sum over `m`. -/
theorem sum_shell {M : Type*} [AddCommMonoid M] (f : ℤ → M) (l : ℕ) :
    ∑ m ∈ Finset.Icc (-((l + 1 : ℕ) : ℤ)) ((l + 1 : ℕ) : ℤ), f m
      = ∑ m ∈ Finset.Icc (-(l : ℤ)) (l : ℤ), f m + (f (l + 1) + f (-(l + 1))) := by
  have h : Finset.Icc (-((l + 1 : ℕ) : ℤ)) ((l + 1 : ℕ) : ℤ)
      = insert ((l : ℤ) + 1) (insert (-((l : ℤ) + 1)) (Finset.Icc (-(l : ℤ)) (l : ℤ))) := by
    ext m
    simp only [Finset.mem_insert, Finset.mem_Icc]
    omega
  rw [h, Finset.sum_insert (by simp only [Finset.mem_insert, Finset.mem_Icc]; omega),
    Finset.sum_insert (by simp only [Finset.mem_Icc]; omega)]
  abel
```

Since cosine is even, $\chi_{l+1}(\theta)=\chi_l(\theta)+2\cos((l+1)\theta)$.

```lean
/-- The characters of successive angular momenta differ by `2 cos ((l + 1) θ)`. -/
theorem character_succ (l : ℕ) (θ : ℝ) :
    character (l + 1) θ = character l θ + 2 * Real.cos (((l : ℝ) + 1) * θ) := by
  unfold character
  rw [sum_shell]
  push_cast
  rw [neg_mul, Real.cos_neg]
  ring
```

The trace obeys the same recursion, because $e^{-i(l+1)\theta}+e^{i(l+1)\theta}=2\cos((l+1)\theta)$, and both sides equal 1 at $l=0$. Induction identifies the cosine sum with the trace of the rotation matrix.

```lean
/-- The trace of the rotation matrix about the z axis is the character. -/
theorem trace_rotationZ (l : ℕ) (θ : ℝ) :
    (rotationZ l θ).trace = (character l θ : ℂ) := by
  unfold rotationZ
  rw [Matrix.trace_diagonal, Finset.sum_coe_sort (Finset.Icc (-(l : ℤ)) (l : ℤ))
    (fun m : ℤ => Complex.exp (-((m : ℂ) * θ) * Complex.I))]
  induction l with
  | zero => simp [character]
  | succ l ih =>
    -- the phases of m and -m combine to a cosine
    rw [sum_shell, ih, character_succ]
    push_cast
    simp only [Complex.cos]
    ring_nf
```

For the closed form, show $\chi_l(\theta)\sin(\theta/2)=\sin((l+\tfrac12)\theta)$. At $l=0$ both sides are $\sin(\theta/2)$. The step uses

$$2\cos((l+1)\theta)\sin(\theta/2)=\sin((l+\tfrac32)\theta)-\sin((l+\tfrac12)\theta),$$

which Lean obtains by expanding the sines of $(l+1)\theta\pm\theta/2$. Dividing requires $\sin(\theta/2)\neq0$. Without that hypothesis the statement fails at $\theta=0$: the character is $2l+1$, while Lean evaluates $0/0$ as $0$.

```lean
/-- The character is `sin ((l + 1/2) θ) / sin (θ/2)` whenever `sin (θ/2)` is nonzero. -/
theorem character_eq_div (l : ℕ) (θ : ℝ) (hθ : Real.sin (θ / 2) ≠ 0) :
    character l θ = Real.sin (((l : ℝ) + 1 / 2) * θ) / Real.sin (θ / 2) := by
  rw [eq_div_iff hθ]
  induction l with
  | zero =>
    have h : (((0 : ℕ) : ℝ) + 1 / 2) * θ = θ / 2 := by push_cast; ring
    rw [h]
    simp [character]
  | succ l ih =>
    -- the sum telescopes by the addition theorem
    rw [character_succ, add_mul, ih,
      show ((l : ℝ) + 1 / 2) * θ = ((l : ℝ) + 1) * θ - θ / 2 by ring,
      show (((l + 1 : ℕ) : ℝ) + 1 / 2) * θ = ((l : ℝ) + 1) * θ + θ / 2 by push_cast; ring,
      Real.sin_add, Real.sin_sub]
    ring
```

## The three angles

At $2\pi/3$ the successive increments $2\cos((l+1)\theta)$ are $-1,-1,2$, repeating. Starting from $\chi_0=1$, the characters run through $1,0,-1$.

```lean
/-- For a threefold rotation the character runs through `1, 0, -1` as `l` increases. -/
theorem character_threefold (k : ℕ) :
    character (3 * k) (2 * π / 3) = 1 ∧ character (3 * k + 1) (2 * π / 3) = 0 ∧
      character (3 * k + 2) (2 * π / 3) = -1 := by
  have c1 (k : ℕ) : Real.cos ((((3 * k : ℕ) : ℝ) + 1) * (2 * π / 3)) = -(1 / 2) := by
    rw [show (((3 * k : ℕ) : ℝ) + 1) * (2 * π / 3) = (π - π / 3) + k * (2 * π) by
      push_cast; ring, Real.cos_add_nat_mul_two_pi, Real.cos_pi_sub, Real.cos_pi_div_three]
  have c2 (k : ℕ) : Real.cos ((((3 * k + 1 : ℕ) : ℝ) + 1) * (2 * π / 3)) = -(1 / 2) := by
    rw [show (((3 * k + 1 : ℕ) : ℝ) + 1) * (2 * π / 3) = (π / 3 + π) + k * (2 * π) by
      push_cast; ring, Real.cos_add_nat_mul_two_pi, Real.cos_add_pi, Real.cos_pi_div_three]
  have c3 (k : ℕ) : Real.cos ((((3 * k + 1 + 1 : ℕ) : ℝ) + 1) * (2 * π / 3)) = 1 := by
    rw [show (((3 * k + 1 + 1 : ℕ) : ℝ) + 1) * (2 * π / 3)
      = 0 + ((k + 1 : ℕ) : ℝ) * (2 * π) by push_cast; ring,
      Real.cos_add_nat_mul_two_pi, Real.cos_zero]
  have h0 (k : ℕ) : character (3 * k) (2 * π / 3) = 1 := by
    induction k with
    | zero => simp [character]
    | succ k ih =>
      rw [show 3 * (k + 1) = 3 * k + 1 + 1 + 1 by ring, character_succ, character_succ,
        character_succ, ih, c1, c2, c3]
      norm_num
  refine ⟨h0 k, ?_, ?_⟩
  · rw [character_succ, h0, c1]
    norm_num
  · rw [show 3 * k + 2 = 3 * k + 1 + 1 from rfl, character_succ, character_succ, h0, c1, c2]
    norm_num
```

At $\pi/2$, going from $2k$ to $2k+2$ adds $0$ and then $2(-1)^{k+1}$, so $\chi_{2k}=(-1)^k$ becomes $(-1)^{k+1}$.

```lean
/-- For a fourfold rotation the character at even angular momentum `2 k` is `(-1)^k`. -/
theorem character_fourfold (k : ℕ) : character (2 * k) (π / 2) = (-1) ^ k := by
  induction k with
  | zero => simp [character]
  | succ k ih =>
    have c1 : Real.cos ((((2 * k : ℕ) : ℝ) + 1) * (π / 2)) = 0 :=
      Real.cos_eq_zero_iff.mpr ⟨k, by push_cast; ring⟩
    have c2 : Real.cos ((((2 * k + 1 : ℕ) : ℝ) + 1) * (π / 2)) = (-1) ^ (k + 1) := by
      rw [show (((2 * k + 1 : ℕ) : ℝ) + 1) * (π / 2) = ((k + 1 : ℕ) : ℝ) * π by
        push_cast; ring, Real.cos_nat_mul_pi]
    rw [show 2 * (k + 1) = 2 * k + 1 + 1 by ring, character_succ, character_succ, ih, c1, c2]
    ring
```

At $\pi$ each step adds $2(-1)^{l+1}$, hence $\chi_l(\pi)=(-1)^l$.

```lean
/-- For a twofold rotation the character is `(-1)^l`. -/
theorem character_twofold (l : ℕ) : character l π = (-1) ^ l := by
  induction l with
  | zero => simp [character]
  | succ l ih =>
    have c : Real.cos (((l : ℝ) + 1) * π) = (-1) ^ (l + 1) := by
      rw [show ((l : ℝ) + 1) * π = ((l + 1 : ℕ) : ℝ) * π by push_cast; ring,
        Real.cos_nat_mul_pi]
    rw [character_succ, ih, c]
    ring
```

## Counting the pairs

For even $l$, write $l+12=12n+4a_0+6b_0$ with $a_0\in\{0,1,2\}$ and $b_0\in\{0,1\}$. If $4a+6b=l$, reduction modulo 6 gives $a\equiv a_0 \pmod 3$, and reduction modulo 4 gives $b\equiv b_0\pmod 2$. Setting $a=3i+a_0$ and $b=2j+b_0$ leaves $i+j=n-1$, which has exactly $n$ natural solutions. In Lean, `f` lists them by $i<n$; it is injective and its image is the whole solution set.

```lean
/-- If `l + 12 = 12 n + 4 a₀ + 6 b₀` with `a₀ < 3` and `b₀ < 2`, there are exactly `n`
pairs `(a, b)` with `4 a + 6 b = l`. -/
theorem ncard_cubicPairs (l n a₀ b₀ : ℕ) (ha : a₀ < 3) (hb : b₀ < 2)
    (h : l + 12 = 12 * n + 4 * a₀ + 6 * b₀) : (cubicPairs l).ncard = n := by
  -- the solutions form a chain with steps (3, -2)
  let f : ℕ → ℕ × ℕ := fun i => (3 * i + a₀, 2 * (n - 1 - i) + b₀)
  have hf : Function.Injective f := by
    intro i j hij
    have h1 : 3 * i + a₀ = 3 * j + a₀ := congrArg Prod.fst hij
    omega
  have hs : cubicPairs l = ((Finset.range n).image f : Finset (ℕ × ℕ)) := by
    ext ⟨a, b⟩
    simp only [cubicPairs, f, Set.mem_ofPred_eq, Finset.coe_image, Set.mem_image,
      Finset.mem_coe, Finset.mem_range, Prod.mk.injEq]
    constructor
    · intro hab
      exact ⟨a / 3, by omega, by omega, by omega⟩
    · rintro ⟨i, hi, h1, h2⟩
      omega
  rw [hs]
  rw [Set.ncard_coe_finset, Finset.card_image_of_injective _ hf, Finset.card_range]
```

## Comparing the two sides

For odd $l$ the prefactor of $A_l$ vanishes, and $4a+6b$ is never odd. For $l=2k$, with $c=\chi_{2k}(2\pi/3)$,

$$A_{2k}=\frac{4k+10+8c+6(-1)^k}{24}.$$

Put $k=6q+r$:

| $r$ | $c$ | $(-1)^k$ | $A_{2k}$ | $(a_0,b_0)$ |
|---|---|---|---|---|
| 0 | 1 | 1 | $q+1$ | (0,0) |
| 1 | −1 | −1 | $q$ | (2,1) |
| 2 | 0 | 1 | $q+1$ | (1,0) |
| 3 | 1 | −1 | $q+1$ | (0,1) |
| 4 | −1 | 1 | $q+1$ | (2,0) |
| 5 | 0 | −1 | $q+1$ | (1,1) |

In each row $A_{2k}$ is the $n$ of the pair count. The six cases of the Lean proof follow these rows.

```lean
/-- The full cubic average of the characters at angular momentum `l` equals the number of
natural pairs `(a, b)` with `4 a + 6 b = l`. -/
theorem cubicAverage_eq_ncard (l : ℕ) : cubicAverage l = ((cubicPairs l).ncard : ℝ) := by
  have avg (k : ℕ) (c : ℝ) (h : character (2 * k) (2 * π / 3) = c) :
      cubicAverage (2 * k) = (4 * k + 10 + 8 * c + 6 * (-1) ^ k) / 24 := by
    have e : (-1 : ℝ) ^ (2 * k) = 1 := by rw [pow_mul]; norm_num
    unfold cubicAverage
    rw [h, character_fourfold, character_twofold, e]
    push_cast
    ring
  obtain ⟨k, rfl | rfl⟩ := Nat.even_or_odd' l
  · -- even l: compare the two sides for each residue of l modulo 12
    obtain ⟨q, hq⟩ : ∃ q, k = 6 * q ∨ k = 6 * q + 1 ∨ k = 6 * q + 2 ∨ k = 6 * q + 3 ∨
        k = 6 * q + 4 ∨ k = 6 * q + 5 := ⟨k / 6, by omega⟩
    have hp : (-1 : ℝ) ^ (6 * q) = 1 := by rw [pow_mul]; norm_num
    rcases hq with rfl | rfl | rfl | rfl | rfl | rfl
    · rw [avg _ 1 (by
          rw [show 2 * (6 * q) = 3 * (4 * q) by ring]
          exact (character_threefold _).1),
        ncard_cubicPairs _ (q + 1) 0 0 (by omega) (by omega) (by omega), hp]
      push_cast
      ring
    · rw [avg _ (-1) (by
          rw [show 2 * (6 * q + 1) = 3 * (4 * q) + 2 by ring]
          exact (character_threefold _).2.2),
        ncard_cubicPairs _ q 2 1 (by omega) (by omega) (by omega), pow_add, hp]
      push_cast
      ring
    · rw [avg _ 0 (by
          rw [show 2 * (6 * q + 2) = 3 * (4 * q + 1) + 1 by ring]
          exact (character_threefold _).2.1),
        ncard_cubicPairs _ (q + 1) 1 0 (by omega) (by omega) (by omega), pow_add, hp]
      push_cast
      ring
    · rw [avg _ 1 (by
          rw [show 2 * (6 * q + 3) = 3 * (4 * q + 2) by ring]
          exact (character_threefold _).1),
        ncard_cubicPairs _ (q + 1) 0 1 (by omega) (by omega) (by omega), pow_add, hp]
      push_cast
      ring
    · rw [avg _ (-1) (by
          rw [show 2 * (6 * q + 4) = 3 * (4 * q + 2) + 2 by ring]
          exact (character_threefold _).2.2),
        ncard_cubicPairs _ (q + 1) 2 0 (by omega) (by omega) (by omega), pow_add, hp]
      push_cast
      ring
    · rw [avg _ 0 (by
          rw [show 2 * (6 * q + 5) = 3 * (4 * q + 3) + 1 by ring]
          exact (character_threefold _).2.1),
        ncard_cubicPairs _ (q + 1) 1 1 (by omega) (by omega) (by omega), pow_add, hp]
      push_cast
      ring
  · -- odd l: the inversion cancels the average, and 4a + 6b is never odd
    have e : (-1 : ℝ) ^ (2 * k + 1) = -1 := by rw [pow_succ, pow_mul]; norm_num
    have hs : cubicPairs (2 * k + 1) = ∅ := by
      apply Set.eq_empty_of_forall_notMem
      rintro ⟨a, b⟩ hab
      have h : 4 * a + 6 * b = 2 * k + 1 := hab
      omega
    rw [hs, Set.ncard_empty]
    unfold cubicAverage
    rw [e]
    norm_num
```

The average therefore vanishes exactly when no pair exists. If $l=4j$, the pair $(j,0)$ works; if $l=4j+2$ with $j\ge1$, $(j-1,1)$ works. Only odd $l$ and $l=2$ remain, and they have no solution. The proof first bounds $a$ and $b$ by $l$, so that the solution set is finite and a zero count means that it is empty.

```lean
/-- The full cubic average vanishes exactly when `l` is odd or `l = 2`. -/
theorem cubicAverage_eq_zero_iff (l : ℕ) : cubicAverage l = 0 ↔ Odd l ∨ l = 2 := by
  have hfin : (cubicPairs l).Finite := by
    apply ((Set.finite_Iic l).prod (Set.finite_Iic l)).subset
    rintro ⟨a, b⟩ hab
    have h : 4 * a + 6 * b = l := hab
    exact ⟨show a ≤ l by omega, show b ≤ l by omega⟩
  rw [cubicAverage_eq_ncard, Nat.cast_eq_zero, Set.ncard_eq_zero hfin,
    Set.eq_empty_iff_forall_notMem]
  constructor
  · intro h
    by_contra hc
    rw [not_or, Nat.not_odd_iff_even] at hc
    obtain ⟨⟨k, hk⟩, h2⟩ := hc
    -- every other even l is reached with b = 0 or b = 1
    obtain ⟨j, hj | hj⟩ := Nat.even_or_odd' k
    · exact h (j, 0) (show 4 * j + 6 * 0 = l by omega)
    · exact h (j - 1, 1) (show 4 * (j - 1) + 6 * 1 = l by omega)
  · rintro h ⟨a, b⟩ hab
    have hab' : 4 * a + 6 * b = l := hab
    rcases h with ⟨k, hk⟩ | hk <;> omega

end

end CubicLatticeHarmonics
```

```lean
#print axioms CubicLatticeHarmonics.trace_rotationZ
#print axioms CubicLatticeHarmonics.character_eq_div
#print axioms CubicLatticeHarmonics.cubicAverage_eq_ncard
#print axioms CubicLatticeHarmonics.cubicAverage_eq_zero_iff
```

```
'CubicLatticeHarmonics.trace_rotationZ' depends on axioms: [propext, Classical.choice, Quot.sound]
'CubicLatticeHarmonics.character_eq_div' depends on axioms: [propext, Classical.choice, Quot.sound]
'CubicLatticeHarmonics.cubicAverage_eq_ncard' depends on axioms: [propext, Classical.choice, Quot.sound]
'CubicLatticeHarmonics.cubicAverage_eq_zero_iff' depends on axioms: [propext, Classical.choice, Quot.sound]
```
